# A polynomial potential V(x, y) of degree at most 3 with threefold symmetry about the origin and V(x, −y) = V(x, y) is a + b(x² + y²) + c(x³ − 3xy²)

## Coordinates, symmetry and constants

Let \(x\) and \(y\) be the two coordinates of a doubly degenerate vibration of a molecule with point group \(C_{3v}\), which has a threefold axis and three mirror planes through it. Both vanish at the symmetric geometry. The axes are chosen so that the threefold operation turns the \((x,y)\) plane by \(2\pi/3\) and one mirror sends \(y\) to \(-y\). The question is which potentials \(V(x,y)\) up to third order the symmetry allows.

```lean
import Mathlib

open MvPolynomial

namespace DegenerateModeCubic

noncomputable section
```

The symmetry operations amount to exchanging identical nuclei and rotating or reflecting the molecule as a whole. None of this changes the energy. With \(C=\cos(2\pi/3)\) and \(S=\sin(2\pi/3)\), this requires
\[
V(Cx-Sy,\;Sx+Cy)=V(x,y),\qquad V(x,-y)=V(x,y)
\]
for all real \(x,y\). `IsTrigonal` states these two conditions for any real function on the plane.

```lean
/-- Invariance of an energy function on the plane under rotation by `2π/3` and under the
mirror `y → -y`. -/
def IsTrigonal (f : ℝ → ℝ → ℝ) : Prop :=
  (∀ x y, f (Real.cos (2 * Real.pi / 3) * x - Real.sin (2 * Real.pi / 3) * y)
    (Real.sin (2 * Real.pi / 3) * x + Real.cos (2 * Real.pi / 3) * y) = f x y) ∧
  ∀ x y, f x (-y) = f x y
```

The candidate has three real constants: \(a\) is the energy at the origin, \(b\) is half the harmonic force constant, and \(c\) measures the cubic anharmonicity.

```lean
/-- The cubic potential `a + b (x² + y²) + c (x³ - 3 x y²)` of a doubly degenerate mode. -/
def modePotential (a b c x y : ℝ) : ℝ :=
  a + b * (x ^ 2 + y ^ 2) + c * (x ^ 3 - 3 * x * y ^ 2)
```

Without symmetry, a cubic potential has ten coefficients \(k_{ij}\), one for each \(x^iy^j\) with \(i+j\le 3\). The force constants of textbooks are usually the derivatives at the origin, which are \(i!\,j!\,k_{ij}\). The theorem name `exists_force_constants` below refers to the coefficients \(k_{ij}\) themselves.

```lean
/-- The general cubic potential in two coordinates, where `k i j` is the coefficient multiplying
`x^i y^j`. -/
def generalCubic (k : ℕ → ℕ → ℝ) (x y : ℝ) : ℝ :=
  k 0 0 + k 1 0 * x + k 0 1 * y + k 2 0 * x ^ 2 + k 1 1 * (x * y) + k 0 2 * y ^ 2
    + k 3 0 * x ^ 3 + k 2 1 * (x ^ 2 * y) + k 1 2 * (x * y ^ 2) + k 0 3 * y ^ 3
```

A stationary point is one where both partial derivatives exist and are zero. In `IsStationary`, each `HasDerivAt` varies one coordinate and holds the other fixed.

```lean
/-- A point is stationary when both partial derivatives of the energy exist and vanish there. -/
def IsStationary (f : ℝ → ℝ → ℝ) (x y : ℝ) : Prop :=
  HasDerivAt (fun t => f t y) 0 x ∧ HasDerivAt (fun t => f x t) 0 y
```

## The rotation in numbers

Since \(2\pi/3=\pi-\pi/3\),
\[
C=-\cos\frac{\pi}{3}=-\frac12,\qquad S=\sin\frac{\pi}{3}=\frac{\sqrt3}{2}.
\]

```lean
/-- The cosine and sine of a third of a turn are `-1/2` and `√3/2`. -/
theorem third_turn : Real.cos (2 * Real.pi / 3) = -1 / 2 ∧
    Real.sin (2 * Real.pi / 3) = √3 / 2 := by
  have e : 2 * Real.pi / 3 = Real.pi - Real.pi / 3 := by ring
  rw [e, Real.cos_pi_sub, Real.sin_pi_sub, Real.cos_pi_div_three, Real.sin_pi_div_three]
  exact ⟨by norm_num, rfl⟩
```

## Ten coefficients from the degree bound

A polynomial of total degree at most 3 is a finite sum of terms \(c_{mn}x^my^n\) with \(m+n\le3\). Each term is a general cubic with a single nonzero coefficient, and adding two general cubics adds their coefficients. Hence \(V=\sum_{i+j\le3}k_{ij}x^iy^j\).

In Lean, \(V\) is an `MvPolynomial (Fin 2) ℝ`, a real polynomial in two variables, and `eval ![x, y] V` is its value at \((x,y)\). The step `mono` treats one term: `interval_cases` lists the exponents from 0 to 3, `omega` discards the pairs whose sum exceeds 3, and `simp` checks the rest. The step `key` adds the terms by induction over a finite set of monomials, which is then taken to be those occurring in \(V\).

```lean
/-- A polynomial potential of total degree at most 3 in two coordinates is described by ten
coefficients. -/
theorem exists_force_constants (V : MvPolynomial (Fin 2) ℝ) (hdeg : V.totalDegree ≤ 3) :
    ∃ k : ℕ → ℕ → ℝ, ∀ x y, eval ![x, y] V = generalCubic k x y := by
  -- a single monomial
  have mono : ∀ (m n : ℕ) (c : ℝ), m + n ≤ 3 →
      ∃ k : ℕ → ℕ → ℝ, ∀ x y : ℝ, c * (x ^ m * y ^ n) = generalCubic k x y := by
    intro m n c h
    refine ⟨fun i j => if i = m ∧ j = n then c else 0, fun x y => ?_⟩
    have hm : m ≤ 3 := by omega
    have hn : n ≤ 3 := by omega
    interval_cases m <;> interval_cases n <;> first | omega | simp [generalCubic]
  -- finite sums of monomials
  have key : ∀ s : Finset (Fin 2 →₀ ℕ), (∀ d ∈ s, d 0 + d 1 ≤ 3) →
      ∃ k : ℕ → ℕ → ℝ, ∀ x y : ℝ,
        ∑ d ∈ s, V.coeff d * (x ^ d 0 * y ^ d 1) = generalCubic k x y := by
    intro s
    induction s using Finset.induction_on with
    | empty => exact fun _ => ⟨fun _ _ => 0, fun x y => by simp [generalCubic]⟩
    | insert d s hd ih =>
      intro h
      obtain ⟨k, hk⟩ := ih fun e he => h e (Finset.mem_insert_of_mem he)
      obtain ⟨l, hl⟩ := mono (d 0) (d 1) (V.coeff d) (h d (Finset.mem_insert_self d s))
      refine ⟨fun i j => l i j + k i j, fun x y => ?_⟩
      rw [Finset.sum_insert hd, hk, hl]
      simp only [generalCubic]
      ring
  obtain ⟨k, hk⟩ := key V.support (fun d hd => by
    have h := (le_totalDegree hd).trans hdeg
    rwa [Finsupp.sum_fintype _ _ (fun _ => rfl), Fin.sum_univ_two] at h)
  refine ⟨k, fun x y => ?_⟩
  rw [← hk x y, eval_eq']
  simp [Fin.prod_univ_two]
```

## From ten coefficients to three

The mirror condition says that the part of \(V\) odd in \(y\) vanishes:
\[
k_{01}y+k_{11}xy+k_{21}x^2y+k_{03}y^3=0 .
\]
At \((0,1)\) and \((0,2)\) this reads \(k_{01}+k_{03}=0\) and \(2k_{01}+8k_{03}=0\), so both coefficients are zero. At \((1,1)\) and \((-1,1)\) it then gives \(k_{11}+k_{21}=0\) and \(-k_{11}+k_{21}=0\), so these are zero too.

The rotation takes \((x,0)\) to \((-x/2,\sqrt3\,x/2)\). Equal energies at the two points mean
\[
-\frac{k_{10}}2x+\frac{k_{20}+3k_{02}}4x^2-\frac{k_{30}+3k_{12}}8x^3
=k_{10}x+k_{20}x^2+k_{30}x^3 .
\]
Comparing powers of \(x\) gives
\[
k_{10}=0,\qquad k_{02}=k_{20},\qquad k_{12}=-3k_{30}.
\]
The potential has no linear term, the harmonic term is isotropic, and one cubic constant remains. Thus \(V\) has the required form with \(a=k_{00}\), \(b=k_{20}\), \(c=k_{30}\).

For uniqueness, the values at \((0,0)\), \((1,0)\) and \((-1,0)\) are \(a\), \(a+b+c\) and \(a+b-c\), which determine all three constants.

The theorem assumes the degree bound `hdeg` and the invariance `hV`. Its conclusion `∃! p : ℝ × ℝ × ℝ` says that exactly one triple reproduces the values of \(V\) at every point; `p.1`, `p.2.1` and `p.2.2` are \(a\), \(b\) and \(c\). The proof inserts the same points as above, and `linarith` solves the linear equations. For the comparison of powers, it sets \(x=1,-1,2\) in the identity `r`.

```lean
/-- A real polynomial potential of total degree at most 3 that is invariant under rotation by
`2π/3` and under `y → -y` equals `a + b (x² + y²) + c (x³ - 3 x y²)` for exactly one triple
`(a, b, c)`. -/
theorem trigonal_cubic_potential (V : MvPolynomial (Fin 2) ℝ) (hdeg : V.totalDegree ≤ 3)
    (hV : IsTrigonal fun x y => eval ![x, y] V) :
    ∃! p : ℝ × ℝ × ℝ, ∀ x y, eval ![x, y] V = modePotential p.1 p.2.1 p.2.2 x y := by
  obtain ⟨k, hk⟩ := exists_force_constants V hdeg
  have hf : (fun x y => eval ![x, y] V) = generalCubic k := by
    funext x y
    exact hk x y
  rw [hf] at hV
  obtain ⟨hrot, hmir⟩ := hV
  simp only [generalCubic, third_turn.1, third_turn.2] at hrot hmir
  -- the mirror removes the terms odd in y
  have m1 := hmir 0 1
  have m2 := hmir 0 2
  have m3 := hmir 1 1
  have m4 := hmir (-1) 1
  have h01 : k 0 1 = 0 := by linarith
  have h03 : k 0 3 = 0 := by linarith
  have h11 : k 1 1 = 0 := by linarith
  have h21 : k 2 1 = 0 := by linarith
  -- rotate the points of the x axis
  have hs : √3 ^ 2 = (3 : ℝ) := Real.sq_sqrt (by norm_num)
  have r : ∀ x : ℝ, k 1 0 * (-x / 2) + k 2 0 * (x ^ 2 / 4) + k 0 2 * (3 * x ^ 2 / 4)
      - k 3 0 * (x ^ 3 / 8) - k 1 2 * (3 * x ^ 3 / 8)
      = k 1 0 * x + k 2 0 * x ^ 2 + k 3 0 * x ^ 3 := by
    intro x
    have h := hrot x 0
    simp only [h01, h03, h11, h21] at h
    linear_combination h + (-(k 0 2 * x ^ 2 / 4) + k 1 2 * x ^ 3 / 8) * hs
  have r1 := r 1
  have r2 := r (-1)
  have r3 := r 2
  have h10 : k 1 0 = 0 := by linarith
  have h02 : k 0 2 = k 2 0 := by linarith
  have h12 : k 1 2 = -3 * k 3 0 := by linarith
  refine ⟨(k 0 0, k 2 0, k 3 0), fun x y => ?_, ?_⟩
  · simp only [hk, generalCubic, modePotential, h01, h03, h11, h21, h10, h02, h12]
    ring
  · -- three values fix the three constants
    rintro ⟨a, b, c⟩ h
    have e : ∀ x y, generalCubic k x y = modePotential a b c x y :=
      fun x y => (hk x y).symm.trans (h x y)
    simp only [generalCubic, modePotential] at e
    have e0 := e 0 0
    have e1 := e 1 0
    have e2 := e (-1) 0
    have ha : a = k 0 0 := by linarith
    have hb : b = k 2 0 := by linarith
    have hc : c = k 3 0 := by linarith
    rw [ha, hb, hc]
```

For cubic force fields obtained from electronic-structure energies, this leaves three constants to determine instead of ten, as long as a single degenerate pair is considered on its own. The energy surface of a real molecule generally also has terms of higher degree and terms that couple the pair to other modes. The theorem covers neither.

## How `linear_combination` handles the square root

The identity `r` needs \((\sqrt3)^2=3\), but the tactic `ring` treats `√3` as an unknown symbol. The fact is therefore supplied as the equation `hs`, and `linear_combination` is told how often to use it. To prove \(L=R\) from an equation \(p=q\) with a stated factor \(e\), it asks `ring` to confirm
\[
(L-R)-e\,(p-q)=0 .
\]
For `r`, the equation `h` from the rotation enters with factor 1. It contains \(k_{02}(\sqrt3)^2x^2/4\) and \(-k_{12}(\sqrt3)^2x^3/8\), where the goal has 3 in place of \((\sqrt3)^2\). The factor of `hs` is accordingly \(-k_{02}x^2/4+k_{12}x^3/8\).

## Every choice of a, b and c is allowed

With \(z=x+iy\), the rotation multiplies \(z\) by \(\omega=e^{2\pi i/3}\). Since \(|\omega|=1\) and \(\omega^3=1\),
\[
|\omega z|^2=|z|^2=x^2+y^2,\qquad
\operatorname{Re}(\omega z)^3=\operatorname{Re}z^3=x^3-3xy^2 .
\]
Both expressions contain \(y\) only as \(y^2\), so the mirror preserves them as well. Lean works in real coordinates instead: the energies before and after rotation differ by a multiple of \((\sqrt3)^2-3\), and `linear_combination` is given that multiple.

```lean
/-- Conversely, `a + b (x² + y²) + c (x³ - 3 x y²)` is invariant under rotation by `2π/3` and
under `y → -y` for all real `a, b, c`. -/
theorem modePotential_isTrigonal (a b c : ℝ) : IsTrigonal (modePotential a b c) := by
  have hs : √3 ^ 2 = (3 : ℝ) := Real.sq_sqrt (by norm_num)
  refine ⟨fun x y => ?_, fun x y => ?_⟩
  · simp only [modePotential, third_turn.1, third_turn.2]
    linear_combination (b * (x ^ 2 + y ^ 2) / 4
      - c * (x * y ^ 2 + (y ^ 2 - 3 * x ^ 2) * (x + √3 * y) / 8)) * hs
  · simp only [modePotential]
    ring
```

## A quartic that breaks the pattern

If the degree bound is relaxed from 3 to 4, the conclusion fails. The potential \((x^2+y^2)^2\) is invariant because \(x^2+y^2\) is. Suppose it had the three-constant form. Its value 0 at the origin gives \(a=0\), and its value 1 at \((1,0)\) and \((-1,0)\) gives \(b+c=b-c=1\), hence \(b=1\) and \(c=0\). At \((2,0)\) the form then gives 4, while the quartic gives 16.

```lean
/-- The quartic potential `(x² + y²)²` is invariant under rotation by `2π/3` and under `y → -y`, but
for no real `a, b, c` is it of the form `a + b (x² + y²) + c (x³ - 3 x y²)`. -/
theorem quartic_not_modePotential : IsTrigonal (fun x y => (x ^ 2 + y ^ 2) ^ 2) ∧
    ¬ ∃ a b c : ℝ, ∀ x y : ℝ, (x ^ 2 + y ^ 2) ^ 2 = modePotential a b c x y := by
  have hs : √3 ^ 2 = (3 : ℝ) := Real.sq_sqrt (by norm_num)
  refine ⟨⟨fun x y => ?_, fun x y => ?_⟩, ?_⟩
  · simp only [third_turn.1, third_turn.2]
    linear_combination ((x ^ 2 + y ^ 2) / 4 *
      (2 * (x ^ 2 + y ^ 2) + (x ^ 2 + y ^ 2) * (√3 ^ 2 - 3) / 4)) * hs
  · simp only [neg_sq]
  · rintro ⟨a, b, c, h⟩
    simp only [modePotential] at h
    have h0 := h 0 0
    have h1 := h 1 0
    have h2 := h (-1) 0
    have h3 := h 2 0
    linarith
```

## Where the force vanishes

Differentiating with respect to one coordinate at a time gives
\[
\frac{\partial V}{\partial x}=2bx+3c(x^2-y^2),\qquad
\frac{\partial V}{\partial y}=2by-6cxy .
\]
The Lean proof builds both derivatives from the rules for powers, sums and products. Because a derivative is unique, a point is stationary exactly when these two expressions vanish.

```lean
/-- The potential is stationary exactly where `2bx + 3c(x² - y²)` and `2by - 6cxy` vanish. -/
theorem stationary_iff_gradient (a b c x y : ℝ) : IsStationary (modePotential a b c) x y ↔
    2 * b * x + 3 * c * (x ^ 2 - y ^ 2) = 0 ∧ 2 * b * y - 6 * c * x * y = 0 := by
  have hx : HasDerivAt (fun t => modePotential a b c t y)
      (2 * b * x + 3 * c * (x ^ 2 - y ^ 2)) x :=
    (((((hasDerivAt_pow 2 x).add_const (y ^ 2)).const_mul b).const_add a).fun_add
      (((hasDerivAt_pow 3 x).fun_sub
        (((hasDerivAt_id' x).const_mul 3).mul_const (y ^ 2))).const_mul c)).congr_deriv
      (by norm_num; ring)
  have hy : HasDerivAt (fun t => modePotential a b c x t) (2 * b * y - 6 * c * x * y) y :=
    (((((hasDerivAt_pow 2 y).const_add (x ^ 2)).const_mul b).const_add a).fun_add
      ((((hasDerivAt_pow 2 y).const_mul (3 * x)).const_sub (x ^ 3)).const_mul c)).congr_deriv
      (by norm_num; ring)
  constructor
  · rintro ⟨h1, h2⟩
    exact ⟨hx.unique h1, hy.unique h2⟩
  · rintro ⟨h1, h2⟩
    exact ⟨hx.congr_deriv h1, hy.congr_deriv h2⟩
```

Let \(c\neq0\). The second equation is \(2y(b-3cx)=0\).

- If \(y=0\), the first equation becomes \(x(2b+3cx)=0\), so \(x=0\) or \(3cx=-2b\).
- If \(y\neq0\), then \(b=3cx\). The first equation becomes \(9cx^2-3cy^2=0\), so \(y^2=3x^2\).

For \(b\neq0\) this gives the origin and three further points,
\[
\left(-\frac{2b}{3c},\,0\right),\qquad
\left(\frac{b}{3c},\,\pm\frac{b}{\sqrt3\,c}\right).
\]
For \(b=0\) they all merge with the origin. The proof makes the same case distinction on \(y\), and `mul_left_cancel₀` divides by the nonzero factors.

```lean
/-- For `c ≠ 0` the stationary points are the origin, the point of the `x` axis with
`3cx = -2b`, and the points with `3cx = b` and `y² = 3x²`. -/
theorem stationary_points (a b c x y : ℝ) (hc : c ≠ 0) :
    IsStationary (modePotential a b c) x y ↔
      (x = 0 ∧ y = 0) ∨ (3 * c * x = -2 * b ∧ y = 0) ∨ (3 * c * x = b ∧ y ^ 2 = 3 * x ^ 2) := by
  rw [stationary_iff_gradient]
  constructor
  · rintro ⟨h1, h2⟩
    by_cases hy : y = 0
    · subst hy
      have h : x * (2 * b + 3 * c * x) = 0 := by linear_combination h1
      rcases mul_eq_zero.mp h with h | h
      · exact Or.inl ⟨h, rfl⟩
      · exact Or.inr (Or.inl ⟨by linarith, rfl⟩)
    · have hb : 3 * c * x = b := mul_left_cancel₀ hy (by linear_combination -h2 / 2)
      refine Or.inr (Or.inr ⟨hb, mul_left_cancel₀ hc ?_⟩)
      linear_combination -h1 / 3 - 2 * x / 3 * hb
  · rintro (⟨rfl, rfl⟩ | ⟨h, rfl⟩ | ⟨h, h'⟩)
    · constructor <;> ring
    · exact ⟨by linear_combination x * h, by ring⟩
    · exact ⟨by linear_combination -2 * x * h - 3 * c * h', by linear_combination -2 * y * h⟩
```

## Radius and energy of the outer stationary points

Let \(r^2=x^2+y^2\) at a stationary point other than the origin.

On the axis, \(x\neq0\) and \(b=-3cx/2\). Therefore \(9c^2r^2=9c^2x^2=4b^2\), and
\[
V-a=bx^2+cx^3=-\frac{cx^3}2,\qquad
27c^2(V-a)=-\frac{27c^3x^3}2=4b^3 .
\]

Off the axis, \(b=3cx\) and \(cy^2=3cx^2\). Therefore \(9c^2r^2=36c^2x^2=4b^2\). In the energy the terms with \(y^2\) cancel, which leaves
\[
V-a=4cx^3,\qquad 27c^2(V-a)=108c^3x^3=4b^3 .
\]

For \(c\neq0\) these relations read
\[
r=\frac{2|b|}{3|c|},\qquad V-a=\frac{4b^3}{27c^2}.
\]
The theorem keeps them free of division and so needs no condition on \(c\).

```lean
/-- Every stationary point other than the origin has a distance `r` from it with
`9c²r² = 4b²` and an energy `V` with `27c²(V - a) = 4b³`. -/
theorem stationary_radius_energy (a b c x y : ℝ) (h0 : ¬ (x = 0 ∧ y = 0))
    (h : IsStationary (modePotential a b c) x y) :
    9 * c ^ 2 * (x ^ 2 + y ^ 2) = 4 * b ^ 2 ∧
      27 * c ^ 2 * (modePotential a b c x y - a) = 4 * b ^ 3 := by
  obtain ⟨h1, h2⟩ := (stationary_iff_gradient a b c x y).mp h
  simp only [modePotential]
  by_cases hy : y = 0
  · subst hy
    have hx : x ≠ 0 := fun hx => h0 ⟨hx, rfl⟩
    have hb : b = -(3 * c * x) / 2 := mul_left_cancel₀ hx (by linear_combination h1 / 2)
    subst hb
    constructor <;> ring
  · have hb : b = 3 * c * x := mul_left_cancel₀ hy (by linear_combination h2 / 2)
    subst hb
    have hq : c * y ^ 2 = 3 * c * x ^ 2 := by linear_combination -h1 / 3
    exact ⟨by linear_combination 9 * c * hq, by ring⟩

end

end DegenerateModeCubic
```

When \(b>0\) and \(c\neq0\), the second derivatives at the outer point on the axis are \(-2b\) along \(x\) and \(6b\) along \(y\), with no mixed term, so it is a saddle, and by symmetry so are the other two; this classification is a supplement to the checked statements. In classical dynamics on this two-coordinate cubic surface, \(4b^3/(27c^2)\) is then the energy above the minimum at which escape from the well becomes possible.

```lean
#print axioms DegenerateModeCubic.trigonal_cubic_potential
#print axioms DegenerateModeCubic.quartic_not_modePotential
#print axioms DegenerateModeCubic.stationary_points
#print axioms DegenerateModeCubic.stationary_radius_energy
```

```
'DegenerateModeCubic.trigonal_cubic_potential' depends on axioms: [propext, Classical.choice, Quot.sound]
'DegenerateModeCubic.quartic_not_modePotential' depends on axioms: [propext, Classical.choice, Quot.sound]
'DegenerateModeCubic.stationary_points' depends on axioms: [propext, Classical.choice, Quot.sound]
'DegenerateModeCubic.stationary_radius_energy' depends on axioms: [propext, Classical.choice, Quot.sound]
```
